# Roothaan iteration converges geometrically when every Fock matrix has a gap larger than the mean-field response bound

**A:** Suppose the Fock matrix \(h+G(P)\) has a gap of at least \(w\) above its \(N\)-th level for every \(N\)-electron density matrix \(P\), and the mean field \(G\) is linear with \(\|G(X)\|\le L\|X\|\) for every symmetric \(X\), where \(0\le L<w\). Then there is exactly one self-consistent aufbau projector \(P_*\), and from any starting density matrix \(P_0\)
\[
\|P_k-P_*\|\le (L/w)^k\,\|P_0-P_*\| .
\]
Here \(h\) is the one-electron matrix, \(P_k\) is the density matrix after \(k\) cycles, and the norm is the Frobenius norm.

**Q:** Self-consistent field cycles often oscillate. What have you assumed away?

**A:** The difficult cases, through the two constants. \(L\) measures how far the Coulomb and exchange field moves when the density moves; \(w\) is a HOMO–LUMO gap that must survive at every density matrix, not only at the solution. The result therefore bears on Hartree–Fock calculations in a finite basis only where the gap exceeds this response bound at every density matrix.

```lean
import Mathlib

open Matrix
open scoped Topology Matrix.Norms.Frobenius

namespace RoothaanConvergence
```

**Q:** Roothaan's equations contain an overlap matrix. Where is it?

**A:** It is absent: the basis is orthonormal and the matrices are real. Passing from overlapping atomic orbitals to such a basis is the step you must supply, and \(L\) and \(w\) refer to the transformed matrices.

```lean
/-- Real matrices in an orthonormal basis of `n` orbitals, with the Frobenius norm. -/
abbrev Mat (n : ℕ) := Matrix (Fin n) (Fin n) ℝ
```

**Q:** And what counts as a density matrix?

**A:** A symmetric idempotent of trace \(N\), as for a single determinant of spin orbitals. In a closed-shell calculation, read \(P\) as the density per spin and \(N\) as the number of pairs.

```lean
variable {n N : ℕ} {L w : ℝ} {F F' P P' Q Q' : Mat n}

/-- An `N`-electron density matrix: a symmetric idempotent of trace `N`. -/
structure IsDensity (N : ℕ) (P : Mat n) : Prop where
  symm : Pᵀ = P
  idem : P * P = P
  trace_eq : trace P = N
```

**Q:** I see no eigenvalues in your definition of aufbau.

**A:** They are there implicitly. `IsAufbau N w F P` says that \(F\) is symmetric and commutes with \(P\), so the occupied and virtual spaces are each spanned by eigenvectors of \(F\). For normalised \(x\), the energy \(x\cdot Fx\) is at most some \(\mu\) if \(Px=x\), and at least \(\mu+w\) if \(Px=0\). The code allows unnormalised \(x\), hence the factors `x ⬝ᵥ x`. For \(0<N<n\), with \(n\) the basis size, this is the usual gap between levels \(N\) and \(N+1\). If \(N=0\) or \(N=n\), one of the two spaces is trivial and there is only one density matrix.

```lean
/-- `P` is an `N`-electron aufbau projector of the symmetric matrix `F` with gap at least `w`: it
commutes with `F`, and for some `μ` occupied states have energy at most `μ`, virtual ones at least
`μ + w`. -/
def IsAufbau (N : ℕ) (w : ℝ) (F P : Mat n) : Prop :=
  IsDensity N P ∧ Fᵀ = F ∧ F * P = P * F ∧ ∃ μ : ℝ,
    (∀ x, P *ᵥ x = x → x ⬝ᵥ F *ᵥ x ≤ μ * (x ⬝ᵥ x)) ∧
    ∀ x, P *ᵥ x = 0 → (μ + w) * (x ⬝ᵥ x) ≤ x ⬝ᵥ F *ᵥ x
```

**Q:** How does a gap control the density?

**A:** Through an energy estimate, which needs two facts about matrix elements: \(\|X\|^2=\sum_{ij}X_{ij}^2\), and \(\operatorname{Tr}XY=\sum_{ij}X_{ij}Y_{ij}\) for symmetric \(Y\).

```lean
/-- The Frobenius norm is the root of the sum of squared matrix elements. -/
lemma norm_eq (A : Mat n) : ‖A‖ = √(∑ p : Fin n × Fin n, A p.1 p.2 ^ 2) := by
  simp only [Matrix.frobenius_norm_def, Fintype.sum_prod_type, Real.sqrt_eq_rpow,
    Real.rpow_two, Real.norm_eq_abs, sq_abs]

/-- The trace of a product with a symmetric matrix is the entrywise inner product. -/
lemma trace_mul_eq (A : Mat n) {B : Mat n} (hB : Bᵀ = B) :
    trace (A * B) = ∑ p : Fin n × Fin n, A p.1 p.2 * B p.1 p.2 := by
  simp only [Matrix.trace, Matrix.diag_apply, Matrix.mul_apply, Fintype.sum_prod_type]
  exact Finset.sum_congr rfl fun i _ => Finset.sum_congr rfl fun j _ => by
    rw [show B j i = B i j from congrFun (congrFun hB i) j]
```

**A:** Next, we write a trace as a sum of terms \(x\cdot Fx\), with \(x\) not necessarily normalised. Let \(V,R\) be symmetric idempotents, with \(V\) commuting with \(F\), and let \(r_j\) be the columns of \(R\). Cyclicity and \(R^2=R\) give
\[
\operatorname{Tr}FVR=\operatorname{Tr}RFVR=\operatorname{Tr}(VR)^{T}F(VR)=\sum_j (Vr_j)\cdot F(Vr_j).
\]

```lean
/-- For symmetric idempotents `V`, `R` with `V` commuting with `F`, the trace of `F V R` is the sum
of `x ⬝ᵥ F *ᵥ x` over the vectors `x = V r`, with `r` running through the columns of `R`. -/
lemma trace_columns {V R : Mat n} (hV : Vᵀ = V ∧ V * V = V) (hR : Rᵀ = R ∧ R * R = R)
    (hc : F * V = V * F) :
    trace (F * V * R) = ∑ j, (V *ᵥ Rᵀ j) ⬝ᵥ F *ᵥ (V *ᵥ Rᵀ j) := by
  have h : (V * R)ᵀ * (F * (V * R)) = R * (F * V * R) := by
    rw [Matrix.transpose_mul, hV.1, hR.1]
    linear_combination (norm := noncomm_ring) R * V * hc * R + R * hV.2 * F * R - R * hc * R
  calc trace (F * V * R) = trace ((V * R)ᵀ * (F * (V * R))) := by
        rw [h, Matrix.trace_mul_comm R, Matrix.mul_assoc (F * V), hR.2]
    _ = _ := by
        simp only [Matrix.trace, Matrix.diag_apply, Matrix.mul_apply, Matrix.transpose_apply,
          Matrix.mulVec, dotProduct]
```

**Q:** So you can count promoted electrons?

**A:** Yes. Let \(P\) be aufbau for \(F\), let \(Q\) be any other \(N\)-electron density matrix, and let \(d=N-\operatorname{Tr}PQ\) be the average number of promoted electrons, which need not be an integer. Then
\[
\operatorname{Tr}F(Q-P)=\operatorname{Tr}F(1-P)Q-\operatorname{Tr}FP(1-Q)\ge(\mu+w)d-\mu d=wd .
\]
The first trace sums \(x\cdot Fx\) over virtual vectors, the second over occupied ones; the same formula with \(F=1\) shows that the squared lengths add up to \(d\) in each case. Since \(\|Q-P\|^2=2N-2\operatorname{Tr}PQ=2d\), the orbital energy rises by at least \(\tfrac w2\|Q-P\|^2\). In the proof, `a1` and `a2` are the two bounds, `hd` is the distance formula, and `linarith` combines them.

```lean
/-- If `P` is an `N`-electron aufbau projector of `F` with gap at least `w`, then for any
`N`-electron density matrix `Q` the total orbital energy `trace (F * Q)` exceeds `trace (F * P)` by
at least `w / 2` times the squared distance of `Q` from `P`. -/
theorem energy_growth (hP : IsAufbau N w F P) (hQ : IsDensity N Q) :
    w / 2 * ‖Q - P‖ ^ 2 ≤ trace (F * (Q - P)) := by
  obtain ⟨dP, -, hc, μ, hocc, hvir⟩ := hP
  have compl : ∀ {X : Mat n}, IsDensity N X → (1 - X)ᵀ = 1 - X ∧ (1 - X) * (1 - X) = 1 - X :=
    fun hX => ⟨by rw [Matrix.transpose_sub, Matrix.transpose_one, hX.symm],
      by linear_combination (norm := noncomm_ring) hX.idem⟩
  -- electrons promoted to virtual states cost at least `μ + w`
  have a1 : (μ + w) * trace (1 * (1 - P) * Q) ≤ trace (F * (1 - P) * Q) := by
    rw [trace_columns (F := F) (compl dP) ⟨hQ.symm, hQ.idem⟩
        (by linear_combination (norm := noncomm_ring) -hc),
      trace_columns (F := 1) (compl dP) ⟨hQ.symm, hQ.idem⟩ (by rw [one_mul, mul_one]),
      Finset.mul_sum]
    refine Finset.sum_le_sum fun j _ => ?_
    rw [Matrix.one_mulVec]
    exact hvir _ (by rw [Matrix.mulVec_mulVec, Matrix.mul_sub, Matrix.mul_one, dP.idem, sub_self,
      Matrix.zero_mulVec])
  -- the holes they leave return at most `μ`
  have a2 : trace (F * P * (1 - Q)) ≤ μ * trace (1 * P * (1 - Q)) := by
    rw [trace_columns ⟨dP.symm, dP.idem⟩ (compl hQ) hc,
      trace_columns ⟨dP.symm, dP.idem⟩ (compl hQ) (by rw [one_mul, mul_one]), Finset.mul_sum]
    refine Finset.sum_le_sum fun j _ => ?_
    rw [Matrix.one_mulVec]
    exact hocc _ (by rw [Matrix.mulVec_mulVec, dP.idem])
  have hd : ‖Q - P‖ ^ 2 = 2 * (N - trace (P * Q)) := by
    have h1 : ‖Q - P‖ ^ 2 = trace ((Q - P) * (Q - P)) := by
      rw [trace_mul_eq _ (by rw [Matrix.transpose_sub, hQ.symm, dP.symm]), norm_eq,
        Real.sq_sqrt (Finset.sum_nonneg fun _ _ => sq_nonneg _)]
      exact Finset.sum_congr rfl fun _ _ => sq _
    have h2 : (Q - P) * (Q - P) = Q * Q - Q * P - P * Q + P * P := by noncomm_ring
    rw [h1, h2, hQ.idem, dP.idem, Matrix.trace_add, Matrix.trace_sub, Matrix.trace_sub,
      Matrix.trace_mul_comm Q, hQ.trace_eq, dP.trace_eq]
    ring
  simp only [Matrix.mul_sub, Matrix.sub_mul, Matrix.mul_one, Matrix.one_mul, Matrix.trace_sub,
    hQ.trace_eq, dP.trace_eq] at a1 a2 ⊢
  rw [hd]
  linarith
```

**Q:** That concerns one Fock matrix. The iteration changes it every time.

**A:** Take \(N\)-electron aufbau projectors \(P,P'\) of \(F,F'\), with the same \(N\), apply the estimate both ways, and add:
\[
w\|P-P'\|^2\le\operatorname{Tr}(F-F')(P'-P)\le\|F-F'\|\,\|P-P'\|,
\]
by Cauchy–Schwarz. Dividing gives \(w\|P-P'\|\le\|F-F'\|\); if the distance is zero there is nothing to show, and the code treats that case separately. With \(F=F'\) and \(w>0\), the aufbau projector is unique, so a cycle has only one possible outcome.

```lean
/-- For gaps at least `w`, the distance of two `N`-electron aufbau projectors times `w` is at most
the distance of their Fock matrices. -/
theorem aufbau_lipschitz (hP : IsAufbau N w F P) (hP' : IsAufbau N w F' P') :
    w * ‖P - P'‖ ≤ ‖F - F'‖ := by
  have h1 := energy_growth hP hP'.1
  have h2 := energy_growth hP' hP.1
  have h3 : trace ((F - F') * (P' - P)) ≤ ‖F - F'‖ * ‖P' - P‖ := by
    rw [trace_mul_eq _ (by rw [Matrix.transpose_sub, hP.1.symm, hP'.1.symm]), norm_eq, norm_eq]
    exact Real.sum_mul_le_sqrt_mul_sqrt _ _ _
  have h4 : trace ((F - F') * (P' - P)) = trace (F * (P' - P)) + trace (F' * (P - P')) := by
    rw [← Matrix.trace_add]
    congr 1
    noncomm_ring
  rw [norm_sub_rev P' P] at h1 h3
  rcases (norm_nonneg (P - P')).eq_or_lt with h0 | h0
  · rw [← h0, mul_zero]
    exact norm_nonneg _
  · exact le_of_mul_le_mul_right (by linarith) h0
```

**Q:** Now put in the mean field.

**A:** For inputs \(P,Q\) with outputs \(P',Q'\), the matrix \(h\) cancels and linearity leaves \(G(P-Q)\). Hence \(w\|P'-Q'\|\le\|G(P-Q)\|\le L\|P-Q\|\), and one cycle contracts distances by \(L/w\). The bound on \(G\) is required only for symmetric matrices.

```lean
/-- If `G` is bounded by `L` on symmetric matrices and the gaps are at least `w > 0`, one Roothaan
step multiplies the distance of two `N`-electron density matrices by at most `L / w`. -/
theorem roothaan_contraction {h : Mat n} {G : Mat n →ₗ[ℝ] Mat n} (hw : 0 < w)
    (hG : ∀ X, Xᵀ = X → ‖G X‖ ≤ L * ‖X‖) (hP : IsDensity N P) (hQ : IsDensity N Q)
    (hP' : IsAufbau N w (h + G P) P') (hQ' : IsAufbau N w (h + G Q) Q') :
    ‖P' - Q'‖ ≤ L / w * ‖P - Q‖ := by
  have h1 := aufbau_lipschitz hP' hQ'
  rw [add_sub_add_left_eq_sub, ← LinearMap.map_sub] at h1
  have h2 := hG (P - Q) (by rw [Matrix.transpose_sub, hP.symm, hQ.symm])
  rw [div_mul_eq_mul_div, le_div_iff₀ hw]
  linarith
```

**Q:** What is this cycle in a real calculation?

**A:** You contract \(P_k\) with the two-electron integrals to get \(J\) and \(K\), form \(F=h+J-K\) in spin orbitals, diagonalise it, and put the \(N\) lowest eigenvectors into the columns of \(C\). Then \(P_{k+1}=CC^{T}\). This is the plain cycle; the damping or extrapolation that programs commonly add is not covered by the theorem. If \(L/w=1/2\), ten cycles reduce the distance to the solution by a factor of at least 1024.

**Q:** You still need a solution to converge to.

**A:** It is constructed. The hypothesis `gap` supplies an aufbau projector for each density matrix; `choose!` turns this into a map \(T\). Start from some density matrix, `Q` in the code, and iterate to get \(S_k\). Comparing the sequence with its own shift gives \(\|S_k-S_{k+1}\|\le(L/w)^k\|S_0-S_1\|\), so it is Cauchy. Symmetry, idempotency and trace survive the limit \(P_*\), called `A` in the code. Contraction gives
\[
\|S_{k+1}-T(P_*)\|\le (L/w)\|S_k-P_*\|\to0,
\]
so \(T(P_*)=P_*\). A second solution \(B\) would satisfy \(\|B-P_*\|\le(L/w)\|B-P_*\|\), which forces \(B=P_*\). The rate follows by comparing any iteration with the constant sequence \(P_*\), using `geo`, an induction on the contraction.

```lean
/-- Let `G` be bounded by `L ≥ 0` on symmetric matrices, let an `N`-electron density matrix exist,
and let `h + G P` have an aufbau projector with gap at least `w > L` for each such `P`. Then exactly
one `N`-electron aufbau projector with gap at least `w` is self-consistent, and for every aufbau
iteration started from an `N`-electron density matrix the distance to it after `k` steps is at most
`(L / w) ^ k` times the initial distance. -/
theorem roothaan_converges (h : Mat n) (G : Mat n →ₗ[ℝ] Mat n) (hL : 0 ≤ L) (hLw : L < w)
    (hG : ∀ X, Xᵀ = X → ‖G X‖ ≤ L * ‖X‖) (hQ : IsDensity N Q)
    (gap : ∀ P, IsDensity N P → ∃ P', IsAufbau N w (h + G P) P') :
    ∃ A, IsAufbau N w (h + G A) A ∧ (∀ B, IsAufbau N w (h + G B) B → B = A) ∧
      ∀ P : ℕ → Mat n, IsDensity N (P 0) → (∀ k, IsAufbau N w (h + G (P k)) (P (k + 1))) →
        ∀ k, ‖P k - A‖ ≤ (L / w) ^ k * ‖P 0 - A‖ := by
  have hw : 0 < w := hL.trans_lt hLw
  have hr1 : L / w < 1 := (div_lt_one hw).2 hLw
  -- any two iterations approach each other geometrically
  have geo : ∀ P B : ℕ → Mat n, IsDensity N (P 0) → IsDensity N (B 0) →
      (∀ k, IsAufbau N w (h + G (P k)) (P (k + 1))) →
      (∀ k, IsAufbau N w (h + G (B k)) (B (k + 1))) →
      ∀ k, ‖P k - B k‖ ≤ (L / w) ^ k * ‖P 0 - B 0‖ := by
    intro P B hP hB sP sB k
    have dens : ∀ C : ℕ → Mat n, IsDensity N (C 0) →
        (∀ k, IsAufbau N w (h + G (C k)) (C (k + 1))) → ∀ k, IsDensity N (C k) := by
      intro C h0 hC k
      cases k with
      | zero => exact h0
      | succ k => exact (hC k).1
    induction k with
    | zero => simp
    | succ k ih =>
      calc _ ≤ L / w * ‖P k - B k‖ :=
            roothaan_contraction hw hG (dens P hP sP k) (dens B hB sB k) (sP k) (sB k)
        _ ≤ L / w * ((L / w) ^ k * ‖P 0 - B 0‖) :=
            mul_le_mul_of_nonneg_left ih (div_nonneg hL hw.le)
        _ = _ := by ring
  choose! T hT using gap
  obtain ⟨S, hS0, hS⟩ : ∃ S : ℕ → Mat n, S 0 = Q ∧ ∀ k, S (k + 1) = T (S k) :=
    ⟨fun k => T^[k] Q, rfl, fun k => Function.iterate_succ_apply' _ _ _⟩
  have Sd : ∀ k, IsDensity N (S k) := by
    intro k
    induction k with
    | zero => rwa [hS0]
    | succ k ih => rw [hS]; exact (hT _ ih).1
  have Sa : ∀ k, IsAufbau N w (h + G (S k)) (S (k + 1)) := fun k => by
    rw [hS]; exact hT _ (Sd k)
  -- an iteration compared with its own shift is Cauchy; its limit is a density matrix
  have : CompleteSpace (Mat n) := FiniteDimensional.complete ℝ (Mat n)
  have hC : CauchySeq S :=
    cauchySeq_of_le_geometric (L / w) ‖S 0 - S 1‖ hr1 fun k => by
      rw [dist_eq_norm, mul_comm]
      exact geo S (fun k => S (k + 1)) (Sd 0) (Sd 1) Sa (fun k => Sa (k + 1)) k
  obtain ⟨A, hA⟩ := cauchySeq_tendsto_of_complete hC
  have Ad : IsDensity N A :=
    ⟨(isClosed_eq continuous_id.matrix_transpose continuous_id).mem_of_tendsto hA
        (.of_forall fun k => (Sd k).symm),
      (isClosed_eq (continuous_id.matrix_mul continuous_id) continuous_id).mem_of_tendsto hA
        (.of_forall fun k => (Sd k).idem),
      (isClosed_eq continuous_id.matrix_trace continuous_const).mem_of_tendsto hA
        (.of_forall fun k => (Sd k).trace_eq)⟩
  -- the limit reproduces itself
  have fix : T A = A := by
    have t := (tendsto_iff_norm_sub_tendsto_zero.1 hA).const_mul (L / w)
    rw [mul_zero] at t
    exact tendsto_nhds_unique (tendsto_iff_norm_sub_tendsto_zero.2
      (squeeze_zero (fun _ => norm_nonneg _)
        (fun k => roothaan_contraction hw hG (Sd k) Ad (Sa k) (hT A Ad)) t))
      (hA.comp (Filter.tendsto_add_atTop_nat 1))
  have Aa : IsAufbau N w (h + G A) A := by
    have h1 := hT A Ad
    rwa [fix] at h1
  refine ⟨A, Aa, fun B hB => ?_, fun P hP0 hP => geo P (fun _ => A) hP0 Ad hP fun _ => Aa⟩
  have h1 := roothaan_contraction hw hG hB.1 Ad hB Aa
  refine sub_eq_zero.1 (norm_le_zero_iff.1 ?_)
  by_contra hc
  nlinarith [mul_pos (sub_pos.2 hr1) (not_le.1 hc)]
```

**Q:** Would \(L=w\) do?

**A:** No. Take \(n=2\), \(N=1\), \(h=0\) and \(G(X)=UX\) with \(U>0\), an artificial field that penalises whatever is occupied. Then \(F=UP\) has levels \(0\) and \(U\) for every \(P\), so \(w=L=U\). Aufbau fills the empty state, \(P'=1-P\), and the cycle flips for ever. Every \(P\) commutes with its own Fock matrix, but none is its aufbau projector. This example has no Lean proof here, but you can verify it in a line.

**Q:** Is there any system that meets your conditions?

**A:** A Hubbard dimer without hopping does, with site energies 0 and 3 and unit repulsion. It holds one electron of each spin in the same orbital; \(P\) is the density of one spin, and each electron is repelled by the other.

```lean
/-- Closed-shell on-site repulsion of unit strength: each site is raised by its occupation per spin,
the diagonal element of `X`. -/
def onSite : Mat n →ₗ[ℝ] Mat n where
  toFun X := diagonal fun i => X i i
  map_add' X Y := (Matrix.diagonal_add (fun i => X i i) fun i => Y i i).symm
  map_smul' c X := Matrix.diagonal_smul c fun i => X i i
```

**A:** Keeping only the diagonal cannot increase the norm, so \(L=1\). Symmetry and idempotency give \(P_{00}\le1\) and \(P_{11}\ge0\), so the levels \(P_{00}\) and \(3+P_{11}\) are at least 2 apart: \(\mu=1\), \(w=2\). Every Fock matrix here is diagonal with site 0 lowest, so the iteration arrives after one cycle. The example shows that the conditions are consistent, not that they are common in molecules.

```lean
/-- Two sites with energies 0 and 3, one electron of each spin and unit on-site repulsion, with `P`
the density of one spin: the repulsion is bounded by 1, and filling the first site is aufbau with
gap at least 2 for every Fock matrix. -/
theorem roothaan_witness : (∀ X : Mat 2, ‖onSite X‖ ≤ 1 * ‖X‖) ∧ ∀ P : Mat 2, IsDensity 1 P →
    IsAufbau 1 2 (!![0, 0; 0, 3] + onSite P) !![1, 0; 0, 0] := by
  refine ⟨fun X => ?_, fun P hP => ?_⟩
  · rw [one_mul, norm_eq, norm_eq]
    refine Real.sqrt_le_sqrt (Finset.sum_le_sum fun p _ => ?_)
    change (diagonal (fun i => X i i) : Mat 2) p.1 p.2 ^ 2 ≤ _
    rw [Matrix.diagonal_apply]
    split_ifs with hp
    · rw [← hp]
    · nlinarith [sq_nonneg (X p.1 p.2)]
  have s : P 1 0 = P 0 1 := congrFun (congrFun hP.symm 0) 1
  have a := congrFun (congrFun hP.idem 0) 0
  have b := congrFun (congrFun hP.idem 1) 1
  rw [Matrix.mul_apply, Fin.sum_univ_two, s] at a b
  have a1 : P 0 0 ≤ 1 := by nlinarith [sq_nonneg (P 0 1), sq_nonneg (P 0 0 - 1)]
  have b1 : 0 ≤ P 1 1 := by nlinarith [sq_nonneg (P 0 1), sq_nonneg (P 1 1)]
  have e : !![0, 0; 0, 3] + onSite P = !![P 0 0, 0; 0, 3 + P 1 1] := by
    rw [show onSite P = diagonal (fun i => P i i) from rfl]
    ext i j
    fin_cases i <;> fin_cases j <;> simp
  rw [e]
  refine ⟨⟨?_, ?_, by simp [Matrix.trace_fin_two]⟩, ?_, ?_, 1, fun x hx => ?_, fun x hx => ?_⟩
  · ext i j
    fin_cases i <;> fin_cases j <;> simp
  · ext i j
    fin_cases i <;> fin_cases j <;> simp [Matrix.mul_apply, Fin.sum_univ_two]
  · ext i j
    fin_cases i <;> fin_cases j <;> simp
  · ext i j
    fin_cases i <;> fin_cases j <;> simp [Matrix.mul_apply, Fin.sum_univ_two]
  · have h := congrFun hx 1
    simp only [Matrix.mulVec, dotProduct, Fin.sum_univ_two] at h ⊢
    change (0 : ℝ) * x 0 + 0 * x 1 = x 1 at h
    change x 0 * (P 0 0 * x 0 + 0 * x 1) + x 1 * (0 * x 0 + (3 + P 1 1) * x 1) ≤
      1 * (x 0 * x 0 + x 1 * x 1)
    rw [show x 1 = 0 by linarith]
    nlinarith [mul_nonneg (sub_nonneg.2 a1) (mul_self_nonneg (x 0))]
  · have h := congrFun hx 0
    simp only [Matrix.mulVec, dotProduct, Fin.sum_univ_two] at h ⊢
    change (1 : ℝ) * x 0 + 0 * x 1 = 0 at h
    change (1 + 2) * (x 0 * x 0 + x 1 * x 1) ≤
      x 0 * (P 0 0 * x 0 + 0 * x 1) + x 1 * (0 * x 0 + (3 + P 1 1) * x 1)
    rw [show x 0 = 0 by linarith]
    nlinarith [mul_nonneg b1 (mul_self_nonneg (x 1))]

end RoothaanConvergence
```

```lean
#print axioms RoothaanConvergence.roothaan_converges
```

```
'RoothaanConvergence.roothaan_converges' depends on axioms: [propext, Classical.choice, Quot.sound]
```
